# Site-diagonal screening preserves the LMTO Green matrix at a real energy

A Green-function calculation in the tight-binding LMTO method replaces the long-ranged structure constants $S$ by screened ones $S^a$, inverts $P^a-S^a$, and builds a Green matrix from that inverse. The replacement is safe if the screened quantities give the same Green matrix as the original ones. They do at any real energy where the inverses involved exist and the potential functions are twice differentiable with positive first derivatives. The result concerns a finite set of orbitals in a one-electron model. It does not address how quickly $S^a$ decays with distance.

## Potential functions, structure constants and amplitudes

Let $i$ run over a finite set `n` of orbitals. Each orbital has a real potential function $P_i(E)$ and a real screening constant $a_i$.

```lean
import Mathlib

open Matrix Topology

namespace TightBindingLMTO

noncomputable section

variable {n : Type*} [Fintype n] [DecidableEq n]
```

A list of real numbers $f_i$ becomes a diagonal complex matrix, so that it can be combined with $S$. Below, $P$, $a$ and similar symbols also denote these diagonal matrices.

```lean
/-- The site-diagonal complex matrix with given real entries. -/
def diagC (f : n → ℝ) : Matrix n n ℂ := Matrix.diagonal fun i => (f i : ℂ)
```

For each orbital, the screened potential function and amplitude are

$$P_i^a=\frac{P_i}{1-a_iP_i},\qquad \mu_i^a=\frac{\mu_i}{1-a_iP_i},\qquad \mu_i=\sqrt{P_i'} .$$

A prime is a true energy derivative, `deriv` in Lean. The amplitude $\mu_i^a$ keeps the sign of $1-a_iP_i$.

```lean
/-- The screened potential function `P / (1 - a P)` of one orbital. -/
def screenedP (a : ℝ) (P : ℝ → ℝ) : ℝ → ℝ := fun E => P E / (1 - a * P E)

/-- The screened amplitude `√P' / (1 - a P)` of one orbital. -/
def screenedMu (a : ℝ) (P : ℝ → ℝ) (E : ℝ) : ℝ :=
  Real.sqrt (deriv P E) / (1 - a * P E)
```

The structure constants form an arbitrary complex square matrix, so Bloch-summed $S(\mathbf k)$ at fixed $\mathbf k$ is included. Hermiticity is not required. Their screened form is $S^a=S(1-aS)^{-1}$.

```lean
/-- The screened structure constants `S (1 - a S)⁻¹`. -/
def screenedS (a : n → ℝ) (S : Matrix n n ℂ) : Matrix n n ℂ :=
  S * (1 - diagC a * S)⁻¹
```

The Green matrix is

$$G=-\frac{P''}{2P'}+\mu\,(P-S)^{-1}\mu .$$

In `greenFn` the amplitude is a separate argument, so the same definition serves both representations.

```lean
/-- The Green matrix `-P''/(2P') + μ (P - S)⁻¹ μ` at energy `E`. -/
def greenFn (P : n → ℝ → ℝ) (μ : n → ℝ) (S : Matrix n n ℂ) (E : ℝ) : Matrix n n ℂ :=
  diagC (fun i => -deriv (deriv (P i)) E / (2 * deriv (P i) E)) +
    diagC μ * (diagC (fun i => P i E) - S)⁻¹ * diagC μ
```

The last definition is the linear potential function $(E-C_i)/\Delta_i$, with band centre $C_i$ and width parameter $\Delta_i$.

```lean
/-- The potential function `(E - C) / Δ` with band centre `C` and width parameter `Δ`. -/
def linearP (C Δ : ℝ) : ℝ → ℝ := fun E => (E - C) / Δ
```

Diagonal matrices multiply and add entry by entry. In particular, $1-aP$ is diagonal with entries $1-a_iP_i$.

```lean
/-- Site-diagonal matrices multiply orbital by orbital. -/
theorem diagC_mul (f g : n → ℝ) : diagC f * diagC g = diagC (fun i => f i * g i) := by
  simp [diagC, Matrix.diagonal_mul_diagonal]

omit [Fintype n] in
/-- Site-diagonal matrices add orbital by orbital. -/
theorem diagC_add (f g : n → ℝ) : diagC f + diagC g = diagC (fun i => f i + g i) := by
  simp [diagC, Matrix.diagonal_add]

/-- The matrix `1 - a P` is site-diagonal with entries `1 - a P` of each orbital. -/
theorem one_sub_diagC (a p : n → ℝ) :
    1 - diagC a * diagC p = diagC (fun i => 1 - a i * p i) := by
  rw [diagC_mul]
  ext i j
  by_cases h : i = j
  · subst h
    simp [diagC]
  · simp [diagC, h]
```

## Energy derivatives of one screened orbital

Fix an orbital, drop its index, and write $u=1-aP$, so $u'=-aP'$. The quotient rule gives

$$(P^a)'=\frac{P'u+aPP'}{u^2}=\frac{P'}{u^2}.$$

Lean applies its quotient rule, and `ring` simplifies the numerator.

```lean
/-- The energy derivative of the screened potential function is `P' / (1 - a P)²`. -/
theorem hasDerivAt_screenedP {a E p' : ℝ} {P : ℝ → ℝ} (hP : HasDerivAt P p' E)
    (h : 1 - a * P E ≠ 0) :
    HasDerivAt (screenedP a P) (p' / (1 - a * P E) ^ 2) E := by
  have hu : HasDerivAt (fun x => 1 - a * P x) (-(a * p')) E :=
    (hP.const_mul a).const_sub 1
  refine (hP.fun_div hu h).congr_deriv ?_
  congr 1
  ring
```

Since $P'>0$, squaring the amplitude gives $(\mu^a)^2=P'/u^2=(P^a)'$. Physically, the condition $P'>0$ reflects the positive norm of the radial solution inside its sphere.

```lean
/-- The square of the screened amplitude is the energy derivative of the screened
potential function. -/
theorem screenedMu_sq {a E : ℝ} {P : ℝ → ℝ} (hP' : 0 < deriv P E)
    (h : 1 - a * P E ≠ 0) :
    screenedMu a P E ^ 2 = deriv (screenedP a P) E := by
  rw [(hasDerivAt_screenedP (differentiableAt_of_deriv_ne_zero hP'.ne').hasDerivAt h).deriv,
    screenedMu, div_pow, Real.sq_sqrt hP'.le]
```

Differentiating once more,

$$(P^a)''=\frac{P''}{u^2}+\frac{2a(P')^2}{u^3},
\qquad
-\frac{(P^a)''}{2(P^a)'}=-\frac{P''}{2P'}-\frac{aP'}{u}.$$

The second derivative requires the formula for $(P^a)'$ near $E$, not only at $E$. Continuity of $P'$ and $u$ at $E$ keeps both nonzero nearby, and `filter_upwards` collects these two facts. Differentiability of $P$ itself need not be assumed separately, because Lean's `deriv` is zero wherever a function is not differentiable.

```lean
/-- Screening shifts the diagonal term `-P''/(2P')` by `-a P' / (1 - a P)`. -/
theorem screened_diagonal_term {a E : ℝ} {P : ℝ → ℝ} (hP' : 0 < deriv P E)
    (hP'' : DifferentiableAt ℝ (deriv P) E) (h : 1 - a * P E ≠ 0) :
    -deriv (deriv (screenedP a P)) E / (2 * deriv (screenedP a P) E) =
      -deriv (deriv P) E / (2 * deriv P E) - a * deriv P E / (1 - a * P E) := by
  have hd := (differentiableAt_of_deriv_ne_zero hP'.ne').hasDerivAt
  have hu : HasDerivAt (fun x => 1 - a * P x) (-(a * deriv P E)) E :=
    (hd.const_mul a).const_sub 1
  -- the formula for the first derivative holds in a neighbourhood of `E`
  have hev : deriv (screenedP a P) =ᶠ[𝓝 E]
      fun x => deriv P x / ((1 - a * P x) * (1 - a * P x)) := by
    filter_upwards [hP''.continuousAt.eventually_ne hP'.ne',
      hu.continuousAt.eventually_ne h] with x hx hx'
    have h1 := (hasDerivAt_screenedP
      (differentiableAt_of_deriv_ne_zero hx).hasDerivAt hx').deriv
    rw [h1, sq]
  have h2 := hP''.hasDerivAt.fun_div (hu.fun_mul hu) (mul_ne_zero h h)
  rw [hev.deriv_eq, h2.deriv, (hasDerivAt_screenedP hd h).deriv]
  have hne := hP'.ne'
  generalize 1 - a * P E = u at h ⊢
  field_simp
  ring
```

## Inverting the screened matrix

Write $D=1-aP$. Diagonal matrices commute, so

$$\begin{aligned}
(P^a-S^a)(1-aS)&=D^{-1}P(1-aS)-S\\
&=D^{-1}\bigl[P(1-aS)-(1-aP)S\bigr]\\
&=D^{-1}(P-S).
\end{aligned}$$

Hence

$$(P^a-S^a)^{-1}=(1-aS)(P-S)^{-1}D .$$

The internal statement `key` carries out this algebra for general matrices, assuming only the commutation and inverse relations it needs. It shows that the right-hand side is a right inverse; for square matrices this is also a left inverse. The theorem therefore derives the invertibility of $P^a-S^a$ from that of $1-aP$, $1-aS$ and $P-S$.

```lean
/-- The screened matrix `Pa - Sa` is invertible, with inverse
`(1 - a S) (P - S)⁻¹ (1 - a P)`. -/
theorem screened_inverse (a p : n → ℝ) (S : Matrix n n ℂ)
    (hp : ∀ i, 1 - a i * p i ≠ 0) (hS : IsUnit (1 - diagC a * S))
    (hPS : IsUnit (diagC p - S)) :
    IsUnit (diagC (fun i => p i / (1 - a i * p i)) - screenedS a S) ∧
    (diagC (fun i => p i / (1 - a i * p i)) - screenedS a S)⁻¹ =
      (1 - diagC a * S) * (diagC p - S)⁻¹ * diagC (fun i => 1 - a i * p i) := by
  have key : ∀ A P T U V W : Matrix n n ℂ, A * P = P * A → P * U = U * P →
      U * (1 - A * P) = 1 → V * (1 - A * T) = 1 → (P - T) * W = 1 →
      (P * U - T * V) * ((1 - A * T) * W * (1 - A * P)) = 1 := by
    intro A P T U V W hc hUP hU hV hW
    have h1 : (P * U - T * V) * (1 - A * T) = U * (P - T) := by
      calc (P * U - T * V) * (1 - A * T)
          = U * P * (1 - A * T) - T * (V * (1 - A * T)) := by
            rw [hUP, sub_mul, mul_assoc T]
        _ = U * P * (1 - A * T) - U * (1 - A * P) * T := by
            rw [hV, hU, mul_one, one_mul]
        _ = U * (P - T) + U * (A * P - P * A) * T := by noncomm_ring
        _ = U * (P - T) := by rw [hc, sub_self, mul_zero, zero_mul, add_zero]
    calc (P * U - T * V) * ((1 - A * T) * W * (1 - A * P))
        = ((P * U - T * V) * (1 - A * T)) * W * (1 - A * P) := by simp only [mul_assoc]
      _ = U * ((P - T) * W) * (1 - A * P) := by rw [h1, mul_assoc U]
      _ = 1 := by rw [hW, mul_one, hU]
  have hU : diagC (fun i => (1 - a i * p i)⁻¹) * (1 - diagC a * diagC p) = 1 := by
    rw [one_sub_diagC, diagC_mul]
    have h1 : (fun i => (1 - a i * p i)⁻¹ * (1 - a i * p i)) = fun _ => (1 : ℝ) :=
      funext fun i => inv_mul_cancel₀ (hp i)
    rw [h1]
    simp [diagC]
  have hcomm : ∀ f g : n → ℝ, diagC f * diagC g = diagC g * diagC f := by
    intro f g
    rw [diagC_mul, diagC_mul]
    exact congrArg diagC (funext fun i => mul_comm _ _)
  have h := key (diagC a) (diagC p) S _ _ _ (hcomm _ _) (hcomm _ _) hU
    (Matrix.nonsing_inv_mul _ ((Matrix.isUnit_iff_isUnit_det _).1 hS))
    (Matrix.mul_nonsing_inv _ ((Matrix.isUnit_iff_isUnit_det _).1 hPS))
  rw [diagC_mul, one_sub_diagC] at h
  simp only [← div_eq_mul_inv] at h
  exact ⟨⟨⟨_, _, h, mul_eq_one_comm.1 h⟩, rfl⟩, Matrix.inv_eq_right_inv h⟩
```

## Cancellation in the Green matrix

Split the first factor of the inverse as $1-aS=D+a(P-S)$. Since $\mu^aD=D\mu^a=\mu$,

$$\begin{aligned}
\mu^a(P^a-S^a)^{-1}\mu^a
&=\mu^a\bigl[D+a(P-S)\bigr](P-S)^{-1}D\mu^a\\
&=\mu(P-S)^{-1}\mu+\mu^a a\mu .
\end{aligned}$$

The last term is diagonal, with entries $a_iP_i'/(1-a_iP_i)$. It cancels the shift found in the second derivative, which leaves $G$.

In the theorem below, `hP'` and `hP''` say that each $P_i'$ is positive and differentiable at $E$. The condition `hp` keeps $E$ away from the poles of $P_i^a$, `hS` makes the screened structure constants well defined, and `hPS` excludes energies that solve the unscreened secular equation $\det(P-S)=0$. `IsUnit` means that a matrix is invertible. The energy is real, so Green matrices at complex energies are not covered.

In the proof, `hinv` supplies the inverse, `hsplit` the splitting, `hND` and `hDN` the two amplitude products, and `hdiag` the cancellation.

```lean
/-- The Green matrix computed from screened potential functions, amplitudes and structure
constants equals the unscreened one. -/
theorem greenFn_screened (P : n → ℝ → ℝ) (a : n → ℝ) (S : Matrix n n ℂ) (E : ℝ)
    (hP' : ∀ i, 0 < deriv (P i) E) (hP'' : ∀ i, DifferentiableAt ℝ (deriv (P i)) E)
    (hp : ∀ i, 1 - a i * P i E ≠ 0) (hS : IsUnit (1 - diagC a * S))
    (hPS : IsUnit (diagC (fun i => P i E) - S)) :
    greenFn (fun i => screenedP (a i) (P i)) (fun i => screenedMu (a i) (P i) E)
      (screenedS a S) E = greenFn P (fun i => Real.sqrt (deriv (P i) E)) S E := by
  have key : ∀ D A T W M N : Matrix n n ℂ, N * D = M → D * N = M → T * W = 1 →
      N * ((D + A * T) * W * D) * N = N * A * M + M * W * M := by
    intro D A T W M N h1 h2 h3
    calc N * ((D + A * T) * W * D) * N
        = (N * D) * W * (D * N) + N * A * (T * W) * (D * N) := by noncomm_ring
      _ = N * A * M + M * W * M := by rw [h1, h2, h3, mul_one, add_comm]
  have hW := Matrix.mul_nonsing_inv _ ((Matrix.isUnit_iff_isUnit_det _).1 hPS)
  have hinv : (diagC (fun i => screenedP (a i) (P i) E) - screenedS a S)⁻¹ =
      (1 - diagC a * S) * (diagC (fun i => P i E) - S)⁻¹ *
        diagC (fun i => 1 - a i * P i E) :=
    (screened_inverse a (fun i => P i E) S hp hS hPS).2
  have hsplit : 1 - diagC a * S = diagC (fun i => 1 - a i * P i E) +
      diagC a * (diagC (fun i => P i E) - S) := by
    rw [← one_sub_diagC a (fun i => P i E), mul_sub]
    abel
  have hND : diagC (fun i => screenedMu (a i) (P i) E) * diagC (fun i => 1 - a i * P i E) =
      diagC (fun i => Real.sqrt (deriv (P i) E)) := by
    rw [diagC_mul]
    refine congrArg diagC (funext fun i => ?_)
    have hi := hp i
    unfold screenedMu
    field_simp
  have hDN : diagC (fun i => 1 - a i * P i E) * diagC (fun i => screenedMu (a i) (P i) E) =
      diagC (fun i => Real.sqrt (deriv (P i) E)) := by
    rw [← hND, diagC_mul, diagC_mul]
    exact congrArg diagC (funext fun i => mul_comm _ _)
  -- the extra diagonal term cancels the shift of `-P''/(2P')`
  have hdiag : diagC (fun i => -deriv (deriv (screenedP (a i) (P i))) E /
        (2 * deriv (screenedP (a i) (P i)) E)) +
      diagC (fun i => screenedMu (a i) (P i) E) * diagC a *
        diagC (fun i => Real.sqrt (deriv (P i) E)) =
      diagC (fun i => -deriv (deriv (P i)) E / (2 * deriv (P i) E)) := by
    rw [diagC_mul, diagC_mul, diagC_add]
    refine congrArg diagC (funext fun i => ?_)
    have hs := Real.mul_self_sqrt (hP' i).le
    have h1 : screenedMu (a i) (P i) E * a i * Real.sqrt (deriv (P i) E) =
        a i * deriv (P i) E / (1 - a i * P i E) := by
      unfold screenedMu
      rw [div_mul_eq_mul_div, div_mul_eq_mul_div]
      congr 1
      linear_combination a i * hs
    rw [screened_diagonal_term (hP' i) (hP'' i) (hp i), h1]
    ring
  simp only [greenFn]
  rw [hinv, hsplit, key _ _ _ _ _ _ hND hDN hW, ← add_assoc, hdiag]
```

The same algebra without the amplitudes gives a neighbouring relation, not stated as a theorem here:

$$(P^a-S^a)^{-1}=(1-aP)(P-S)^{-1}(1-aP)+a(1-aP).$$

It needs no energy derivatives. Off the diagonal, screening only rescales the entries of $(P-S)^{-1}$.

## When the positive square root suffices

If $1-a_iP_i>0$ for every orbital, then $\mu_i^a$ is positive and equals $\sqrt{(P_i^a)'}$. The screened amplitudes can then be computed from the derivatives of the screened potential functions alone. Lean replaces the amplitudes by means of `screenedMu_sq` and applies the previous theorem.

```lean
/-- If `1 - a P` is positive on every orbital, the Green matrix keeps its value when `P` and
`S` are screened and the amplitudes are the positive roots `√Pa'`. -/
theorem greenFn_screened_sqrt (P : n → ℝ → ℝ) (a : n → ℝ) (S : Matrix n n ℂ) (E : ℝ)
    (hP' : ∀ i, 0 < deriv (P i) E) (hP'' : ∀ i, DifferentiableAt ℝ (deriv (P i)) E)
    (hp : ∀ i, 0 < 1 - a i * P i E) (hS : IsUnit (1 - diagC a * S))
    (hPS : IsUnit (diagC (fun i => P i E) - S)) :
    greenFn (fun i => screenedP (a i) (P i))
      (fun i => Real.sqrt (deriv (screenedP (a i) (P i)) E)) (screenedS a S) E =
      greenFn P (fun i => Real.sqrt (deriv (P i) E)) S E := by
  have h : (fun i => Real.sqrt (deriv (screenedP (a i) (P i)) E)) =
      fun i => screenedMu (a i) (P i) E := by
    funext i
    rw [← screenedMu_sq (hP' i) (hp i).ne']
    exact Real.sqrt_sq (div_nonneg (Real.sqrt_nonneg _) (hp i).le)
  rw [h]
  exact greenFn_screened P a S E hP' hP'' (fun i => (hp i).ne') hS hPS
```

With the positivity condition weakened to $1-a_iP_i\ne0$, this version fails. Take two orbitals with $P_1(E)=P_2(E)=E$, evaluate at $E=2$, and choose $a=(1,0)$ and

$$S=\begin{pmatrix}0&1\\1&0\end{pmatrix}.$$

All the required inverses exist, but $1-aP$ has diagonal entries $-1$ and $1$. The correct Green matrix and the one obtained with positive roots are, respectively,

$$\frac13\begin{pmatrix}2&1\\1&2\end{pmatrix},\qquad
\frac13\begin{pmatrix}2&-1\\-1&2\end{pmatrix}.$$

The lost sign of $\mu_1^a$ reverses the off-diagonal entries.

## The resolvent for linear potential functions

In the usual LMTO parametrisation, the unscreened potential function is $(E-C_i)/(\Delta_i+\gamma_i(E-C_i))$, which becomes $(E-C_i)/\Delta_i$ after screening with constants $\gamma_i$. When these are not all zero, $S$ in this section stands for the structure constants already screened by $\gamma$, and $a_i$ for the further change in the screening constant. Let $P_i=(E-C_i)/\Delta_i$ with $\Delta_i>0$. Then $P_i''=0$ and $\mu_i=1/\sqrt{\Delta_i}$. For $H=C+\sqrt\Delta\,S\sqrt\Delta$,

$$E-H=\sqrt\Delta\,(P-S)\sqrt\Delta .$$

Inverting factor by factor gives

$$(E-H)^{-1}=\frac1{\sqrt\Delta}(P-S)^{-1}\frac1{\sqrt\Delta}=G .$$

By the invariance theorem, the screened calculation yields this same resolvent. Within this finite, one-electron model with linear potential functions, screening therefore leaves the Green function of the Hamiltonian unchanged at each admissible real energy.

Lean first removes the screening with `greenFn_screened`. It then uses `hE` to factor $E-H$ and `hsm` to cancel the square roots.

```lean
/-- For potential functions `(E - C)/Δ`, the screened Green matrix is the resolvent
`(E - H)⁻¹` of the Hamiltonian `H = C + √Δ S √Δ`. -/
theorem greenFn_screened_eq_resolvent (C Δ a : n → ℝ) (S : Matrix n n ℂ) (E : ℝ)
    (hΔ : ∀ i, 0 < Δ i) (hp : ∀ i, 1 - a i * linearP (C i) (Δ i) E ≠ 0)
    (hS : IsUnit (1 - diagC a * S))
    (hPS : IsUnit (diagC (fun i => linearP (C i) (Δ i) E) - S)) :
    greenFn (fun i => screenedP (a i) (linearP (C i) (Δ i)))
      (fun i => screenedMu (a i) (linearP (C i) (Δ i)) E) (screenedS a S) E =
      (diagC (fun _ => E) - (diagC C + diagC (fun i => Real.sqrt (Δ i)) * S *
        diagC (fun i => Real.sqrt (Δ i))))⁻¹ := by
  have hd : ∀ i, deriv (linearP (C i) (Δ i)) = fun _ => 1 / Δ i := fun i =>
    funext fun x => (((hasDerivAt_id' x).sub_const (C i)).div_const (Δ i)).deriv
  have hP' : ∀ i, 0 < deriv (linearP (C i) (Δ i)) E := by
    intro i
    rw [hd i]
    exact one_div_pos.2 (hΔ i)
  have hP'' : ∀ i, DifferentiableAt ℝ (deriv (linearP (C i) (Δ i))) E := by
    intro i
    rw [hd i]
    exact differentiableAt_const _
  rw [greenFn_screened (fun i => linearP (C i) (Δ i)) a S E hP' hP'' hp hS hPS]
  have hz : diagC (fun _ : n => (0 : ℝ)) = 0 := by
    ext i j
    simp [diagC, Matrix.diagonal_apply]
  simp only [greenFn, hd, deriv_const, neg_zero, zero_div, hz, zero_add]
  have hW := Matrix.mul_nonsing_inv _ ((Matrix.isUnit_iff_isUnit_det _).1 hPS)
  have hsm : diagC (fun i => Real.sqrt (Δ i)) * diagC (fun i => Real.sqrt (1 / Δ i)) = 1 := by
    have h1 : (fun i => Real.sqrt (Δ i) * Real.sqrt (1 / Δ i)) = fun _ => (1 : ℝ) := by
      funext i
      rw [← Real.sqrt_mul (hΔ i).le, mul_one_div_cancel (hΔ i).ne', Real.sqrt_one]
    rw [diagC_mul, h1]
    simp [diagC]
  have hE : diagC (fun _ => E) = diagC (fun i => Real.sqrt (Δ i)) *
      diagC (fun i => linearP (C i) (Δ i) E) * diagC (fun i => Real.sqrt (Δ i)) + diagC C := by
    rw [diagC_mul, diagC_mul, diagC_add]
    refine congrArg diagC (funext fun i => ?_)
    have hs := Real.mul_self_sqrt (hΔ i).le
    have hl : linearP (C i) (Δ i) E * Δ i = E - C i := by
      have hi := (hΔ i).ne'
      unfold linearP
      field_simp
    linear_combination (-(linearP (C i) (Δ i) E)) * hs - hl
  -- `E - H = √Δ (P - S) √Δ`, which is inverted factor by factor
  have key : ∀ s m P T W K : Matrix n n ℂ, s * m = 1 → (P - T) * W = 1 →
      (s * P * s + K - (K + s * T * s)) * (m * W * m) = 1 := by
    intro s m P T W K h1 h2
    calc (s * P * s + K - (K + s * T * s)) * (m * W * m)
        = s * (P - T) * (s * m) * W * m := by noncomm_ring
      _ = s * ((P - T) * W) * m := by rw [h1, mul_one, mul_assoc s]
      _ = 1 := by rw [h2, mul_one, h1]
  symm
  apply Matrix.inv_eq_right_inv
  rw [hE]
  exact key _ _ _ _ _ _ hsm hW

end

end TightBindingLMTO
```

```lean
#print axioms TightBindingLMTO.greenFn_screened_sqrt
#print axioms TightBindingLMTO.greenFn_screened_eq_resolvent
```

```
'TightBindingLMTO.greenFn_screened_sqrt' depends on axioms: [propext, Classical.choice, Quot.sound]
'TightBindingLMTO.greenFn_screened_eq_resolvent' depends on axioms: [propext, Classical.choice, Quot.sound]
```
